# Position and momentum spread of particle-in-a-box states: $\Delta x\,\Delta p > \hbar/2$

In a box $[0,\pi]$ the lowest state $\psi(x)=\sqrt{2/\pi}\,\sin x$ has position variance $\pi^2/12-1/2$ and momentum variance $\hbar^2\int_0^\pi\psi'^2\,dx=\hbar^2$, and their product, about $0.322\,\hbar^2$, exceeds $\hbar^2/4$ because $\pi>3$ gives $\pi^2/12-1/2>9/12-1/2=1/4$. The Lean file below carries out the same calculation for every box length $L>0$ and every integer $n\ge1$.

```lean
import Mathlib

open Real

namespace ParticleInBoxUncertainty

noncomputable section

/-- Wave number `k = nπ/L` of the `n`-th state of a box of length `L`. -/
def waveNumber (L : ℝ) (n : ℕ) : ℝ := n * π / L

/-- The box state `ψ(x) = √(2/L) sin(nπx/L)`. -/
def boxState (L : ℝ) (n : ℕ) (x : ℝ) : ℝ := √(2 / L) * sin (waveNumber L n * x)

/-- Expectation value `∫₀ᴸ f ψ²` of a function of position in a real wavefunction. -/
def expect (L : ℝ) (ψ f : ℝ → ℝ) : ℝ := ∫ x in (0 : ℝ)..L, f x * ψ x ^ 2

/-- Mean position `⟨x⟩`. -/
def meanX (L : ℝ) (ψ : ℝ → ℝ) : ℝ := expect L ψ (fun x => x)

/-- Position variance `⟨(x - ⟨x⟩)²⟩`. -/
def varX (L : ℝ) (ψ : ℝ → ℝ) : ℝ := expect L ψ (fun x => (x - meanX L ψ) ^ 2)

/-- The gradient integral `∫₀ᴸ ψ'²`. -/
def gradSq (L : ℝ) (ψ : ℝ → ℝ) : ℝ := ∫ x in (0 : ℝ)..L, deriv ψ x ^ 2

/-- Mean momentum `∫₀ᴸ ψ (-iħ ψ')` of a real wavefunction. -/
def meanP (hbar L : ℝ) (ψ : ℝ → ℝ) : ℂ :=
  ∫ x in (0 : ℝ)..L, (ψ x : ℂ) * (-Complex.I * (hbar : ℂ) * ((deriv ψ x : ℝ) : ℂ))

/-- Momentum variance `∫₀ᴸ |(p - ⟨p⟩) ψ|²` with `p = -iħ d/dx`. -/
def varP (hbar L : ℝ) (ψ : ℝ → ℝ) : ℝ :=
  ∫ x in (0 : ℝ)..L,
    ‖-Complex.I * (hbar : ℂ) * ((deriv ψ x : ℝ) : ℂ) - meanP hbar L ψ * (ψ x : ℂ)‖ ^ 2

/-- Integral of a quadratic polynomial times `sin²(kx)` from `0` to a node `L` of the sine. -/
theorem sin_sq_moments {k L : ℝ} (hk : k ≠ 0) (hs : sin (k * L) = 0) (p q r : ℝ) :
    ∫ x in (0 : ℝ)..L, (p + q * x + r * x ^ 2) * sin (k * x) ^ 2
      = p * L / 2 + q * L ^ 2 / 4 + r * (L ^ 3 / 6 - L / (4 * k ^ 2)) := by
  -- antiderivative of the form A(x) + B(x) sin cos + C(x) sin²
  have hF : ∀ x, HasDerivAt (fun x =>
      (p / 2 - r / (4 * k ^ 2)) * x + q / 4 * (x * x) + r / 6 * (x * (x * x))
      + ((r / (4 * k ^ 3) - p / (2 * k)) + (-q / (2 * k) * x + -r / (2 * k) * (x * x)))
        * (sin (k * x) * cos (k * x))
      + (q / (4 * k ^ 2) + r / (2 * k ^ 2) * x) * (sin (k * x) * sin (k * x)))
      ((p + q * x + r * x ^ 2) * sin (k * x) ^ 2) x := by
    intro x
    have h1 : HasDerivAt (fun x : ℝ => x) 1 x := hasDerivAt_id' x
    have h2 := h1.fun_mul h1
    have h3 := h1.fun_mul h2
    have hS : HasDerivAt (fun x => sin (k * x)) (cos (k * x) * (k * 1)) x :=
      (h1.const_mul k).sin
    have hC : HasDerivAt (fun x => cos (k * x)) (-sin (k * x) * (k * 1)) x :=
      (h1.const_mul k).cos
    have hA := ((h1.const_mul (p / 2 - r / (4 * k ^ 2))).fun_add
      (h2.const_mul (q / 4))).fun_add (h3.const_mul (r / 6))
    have hB := ((h1.const_mul (-q / (2 * k))).fun_add
      (h2.const_mul (-r / (2 * k)))).const_add (r / (4 * k ^ 3) - p / (2 * k))
    have hD := (h1.const_mul (r / (2 * k ^ 2))).const_add (q / (4 * k ^ 2))
    refine ((hA.fun_add (hB.fun_mul (hS.fun_mul hC))).fun_add
      (hD.fun_mul (hS.fun_mul hS))).congr_deriv ?_
    try beta_reduce
    linear_combination (norm := skip)
      (-((p + q * x + r * x ^ 2) / 2 - r / (4 * k ^ 2))) * sin_sq_add_cos_sq (k * x)
    field_simp
    ring
  have hc : Continuous fun x : ℝ => (p + q * x + r * x ^ 2) * sin (k * x) ^ 2 := by fun_prop
  rw [intervalIntegral.integral_eq_sub_of_hasDerivAt (fun x _ => hF x)
    (hc.intervalIntegrable 0 L)]
  simp only [hs, mul_zero, sin_zero]
  ring

/-- The derivative of the box state is `√(2/L) k cos(kx)`. -/
theorem hasDerivAt_boxState (L : ℝ) (n : ℕ) (x : ℝ) :
    HasDerivAt (boxState L n)
      (√(2 / L) * (waveNumber L n * cos (waveNumber L n * x))) x := by
  have h := (((hasDerivAt_id' x).const_mul (waveNumber L n)).sin).const_mul (√(2 / L))
  exact h.congr_deriv (by ring)

/-- The box state vanishes at both walls. -/
theorem boxState_walls {L : ℝ} (hL : 0 < L) (n : ℕ) :
    boxState L n 0 = 0 ∧ boxState L n L = 0 := by
  have h : waveNumber L n * L = n * π := div_mul_cancel₀ _ hL.ne'
  exact ⟨by simp [boxState], by rw [boxState, h, sin_nat_mul_pi, mul_zero]⟩

/-- Expectation value of a quadratic function of position in a box state. -/
theorem expect_quadratic {L : ℝ} (hL : 0 < L) {n : ℕ} (hn : 1 ≤ n) (p q r : ℝ) :
    expect L (boxState L n) (fun x => p + q * x + r * x ^ 2)
      = p + q * (L / 2) + r * (L ^ 2 / 3 - 1 / (2 * waveNumber L n ^ 2)) := by
  have hn' : (0 : ℝ) < n := by exact_mod_cast hn
  have hk : waveNumber L n ≠ 0 := (div_pos (mul_pos hn' pi_pos) hL).ne'
  have h : waveNumber L n * L = n * π := div_mul_cancel₀ _ hL.ne'
  have hs : sin (waveNumber L n * L) = 0 := by rw [h, sin_nat_mul_pi]
  have hL' := hL.ne'
  have hρ : ∀ x, (p + q * x + r * x ^ 2) * boxState L n x ^ 2
      = 2 / L * ((p + q * x + r * x ^ 2) * sin (waveNumber L n * x) ^ 2) := by
    intro x
    rw [boxState, mul_pow, sq_sqrt (by positivity : (0 : ℝ) ≤ 2 / L)]
    ring
  simp only [expect, hρ]
  rw [intervalIntegral.integral_const_mul, sin_sq_moments hk hs]
  field_simp
  ring

/-- The box state is normalised and its mean position is the centre `L/2`. -/
theorem norm_and_mean {L : ℝ} (hL : 0 < L) {n : ℕ} (hn : 1 ≤ n) :
    ∫ x in (0 : ℝ)..L, boxState L n x ^ 2 = 1 ∧ meanX L (boxState L n) = L / 2 :=
  ⟨by simpa [expect] using expect_quadratic hL hn 1 0 0,
   by simpa [meanX] using expect_quadratic hL hn 0 1 0⟩

/-- Position variance of a box state: `L² (1/12 - 1/(2n²π²))`. -/
theorem varX_boxState {L : ℝ} (hL : 0 < L) {n : ℕ} (hn : 1 ≤ n) :
    varX L (boxState L n) = L ^ 2 * (1 / 12 - 1 / (2 * (n : ℝ) ^ 2 * π ^ 2)) := by
  have hn' : (n : ℝ) ≠ 0 := by exact_mod_cast (by omega : n ≠ 0)
  have hL' := hL.ne'
  have hπ := pi_ne_zero
  have h : (fun x : ℝ => (x - L / 2) ^ 2) = fun x => L ^ 2 / 4 + (-L) * x + 1 * x ^ 2 := by
    ext x
    ring
  rw [varX, (norm_and_mean hL hn).2, h, expect_quadratic hL hn]
  unfold waveNumber
  field_simp
  ring

/-- The integral of `ψ'²` over the box is `(nπ/L)²`. -/
theorem gradSq_boxState {L : ℝ} (hL : 0 < L) {n : ℕ} (hn : 1 ≤ n) :
    gradSq L (boxState L n) = waveNumber L n ^ 2 := by
  have hL' := hL.ne'
  -- cos² = 1 - sin² turns ψ'² into a constant minus k² ψ²
  have h : ∀ x, deriv (boxState L n) x ^ 2
      = 2 / L * waveNumber L n ^ 2 - waveNumber L n ^ 2 * boxState L n x ^ 2 := by
    intro x
    rw [(hasDerivAt_boxState L n x).deriv]
    simp only [boxState, mul_pow, sq_sqrt (by positivity : (0 : ℝ) ≤ 2 / L)]
    linear_combination (2 / L * waveNumber L n ^ 2) * sin_sq_add_cos_sq (waveNumber L n * x)
  have hc : Continuous fun x => waveNumber L n ^ 2 * boxState L n x ^ 2 := by
    unfold boxState
    fun_prop
  simp only [gradSq, h]
  rw [intervalIntegral.integral_sub (continuous_const.intervalIntegrable 0 L)
    (hc.intervalIntegrable 0 L), intervalIntegral.integral_const,
    intervalIntegral.integral_const_mul, (norm_and_mean hL hn).1, smul_eq_mul]
  field_simp
  ring

/-- The mean momentum of a box state is zero and its momentum variance is `(ħnπ/L)²`. -/
theorem momentum_boxState (hbar : ℝ) {L : ℝ} (hL : 0 < L) {n : ℕ} (hn : 1 ≤ n) :
    meanP hbar L (boxState L n) = 0 ∧
      varP hbar L (boxState L n) = (hbar * waveNumber L n) ^ 2 := by
  -- ψψ' = (ψ²/2)' and ψ vanishes at the walls
  have hF : ∀ x, HasDerivAt (fun x => boxState L n x * boxState L n x / 2)
      (boxState L n x * deriv (boxState L n) x) x := by
    intro x
    have h := hasDerivAt_boxState L n x
    rw [h.deriv]
    exact ((h.fun_mul h).div_const 2).congr_deriv (by ring)
  have hc : Continuous fun x => boxState L n x * deriv (boxState L n) x := by
    rw [funext fun x => (hasDerivAt_boxState L n x).deriv]
    unfold boxState
    fun_prop
  have h0 : ∫ x in (0 : ℝ)..L, boxState L n x * deriv (boxState L n) x = 0 := by
    rw [intervalIntegral.integral_eq_sub_of_hasDerivAt (fun x _ => hF x)
      (hc.intervalIntegrable 0 L)]
    simp [(boxState_walls hL n).1, (boxState_walls hL n).2]
  have h1 : ∀ x, (boxState L n x : ℂ) *
      (-Complex.I * (hbar : ℂ) * ((deriv (boxState L n) x : ℝ) : ℂ))
      = -Complex.I * (hbar : ℂ) * ((boxState L n x * deriv (boxState L n) x : ℝ) : ℂ) := by
    intro x
    rw [Complex.ofReal_mul]
    ring
  have hm : meanP hbar L (boxState L n) = 0 := by
    simp only [meanP, h1]
    rw [intervalIntegral.integral_const_mul, intervalIntegral.integral_ofReal, h0]
    simp
  have h2 : ∀ (d : ℝ) (z : ℂ), ‖-Complex.I * (hbar : ℂ) * (d : ℂ) - 0 * z‖ ^ 2
      = hbar ^ 2 * d ^ 2 := by
    intro d z
    simp [mul_pow, sq_abs]
  refine ⟨hm, ?_⟩
  rw [varP, hm, intervalIntegral.integral_congr (fun x _ => h2 _ _),
    intervalIntegral.integral_const_mul, mul_pow, ← gradSq_boxState hL hn, gradSq]

/-- The product of the position variance and `∫ψ'²` is `n²π²/12 - 1/2`; it is at least
`π²/12 - 1/2` and strictly larger than `1/4`. -/
theorem uncertainty_product {L : ℝ} (hL : 0 < L) {n : ℕ} (hn : 1 ≤ n) :
    varX L (boxState L n) * gradSq L (boxState L n) = (n : ℝ) ^ 2 * π ^ 2 / 12 - 1 / 2 ∧
    π ^ 2 / 12 - 1 / 2 ≤ varX L (boxState L n) * gradSq L (boxState L n) ∧
    1 / 4 < varX L (boxState L n) * gradSq L (boxState L n) := by
  have hn1 : (1 : ℝ) ≤ n := by exact_mod_cast hn
  have hn' : (n : ℝ) ≠ 0 := by linarith
  have hL' := hL.ne'
  have hπ := pi_ne_zero
  have h : varX L (boxState L n) * gradSq L (boxState L n)
      = (n : ℝ) ^ 2 * π ^ 2 / 12 - 1 / 2 := by
    rw [varX_boxState hL hn, gradSq_boxState hL hn]
    unfold waveNumber
    field_simp
  have h9 : 9 < π ^ 2 := by nlinarith [pi_gt_three]
  have hsq : (1 : ℝ) ≤ (n : ℝ) ^ 2 := by nlinarith
  have hle : π ^ 2 ≤ (n : ℝ) ^ 2 * π ^ 2 := by nlinarith
  rw [h]
  exact ⟨rfl, by linarith, by linarith⟩

/-- Every box state has `Δx Δp > ħ/2`. -/
theorem heisenberg_strict {hbar L : ℝ} (hh : 0 < hbar) (hL : 0 < L) {n : ℕ} (hn : 1 ≤ n) :
    hbar / 2 < √(varX L (boxState L n)) * √(varP hbar L (boxState L n)) := by
  have h := (uncertainty_product hL hn).2.2
  rw [gradSq_boxState hL hn] at h
  rw [(momentum_boxState hbar hL hn).2, ← Real.sqrt_mul' _ (sq_nonneg _)]
  apply Real.lt_sqrt_of_sq_lt
  nlinarith [mul_lt_mul_of_pos_left h (pow_pos hh 2)]

end

end ParticleInBoxUncertainty
```

```lean
#print axioms ParticleInBoxUncertainty.momentum_boxState
-- 'ParticleInBoxUncertainty.momentum_boxState' depends on axioms: [propext, Classical.choice, Quot.sound]
#print axioms ParticleInBoxUncertainty.heisenberg_strict
-- 'ParticleInBoxUncertainty.heisenberg_strict' depends on axioms: [propext, Classical.choice, Quot.sound]
```

## What is stated

The wave number `waveNumber L n` is $k=n\pi/L$, and `boxState L n` is $\psi(x)=\sqrt{2/L}\,\sin kx$. It is a real function on the whole line, of which the integrals over $[0,L]$ see only the part inside the box. For a function $f$ of position, `expect` is $\langle f\rangle=\int_0^L f\psi^2\,dx$, with no division by the norm, so normalisation is proved separately. Then `meanX` is $\langle x\rangle$, `varX` is $\mathrm{Var}(x)=\langle(x-\langle x\rangle)^2\rangle$, and `gradSq` is $G=\int_0^L\psi'^2\,dx$.

Momentum is $\hat p=-i\hbar\,d/dx$, with $\hbar$ the real parameter `hbar`. The complex number `meanP` is $\langle\hat p\rangle=\int_0^L\psi\,(-i\hbar\psi')\,dx$, where no conjugation appears because $\psi$ is real, and `varP` is $\mathrm{Var}(\hat p)=\int_0^L|(\hat p-\langle\hat p\rangle)\psi|^2dx$.

For $L>0$ and $n\ge1$ the theorems give $\psi(0)=\psi(L)=0$, $\int_0^L\psi^2dx=1$, $\langle x\rangle=L/2$,
$$\mathrm{Var}(x)=L^2\Big(\frac1{12}-\frac1{2n^2\pi^2}\Big),\qquad G=k^2,\qquad \mathrm{Var}(x)\,G=\frac{n^2\pi^2}{12}-\frac12\ \ge\ \frac{\pi^2}{12}-\frac12,$$
and $\mathrm{Var}(x)\,G>1/4$. They also give $\langle\hat p\rangle=0$ and $\mathrm{Var}(\hat p)=(\hbar k)^2$ for any real $\hbar$. For $\hbar>0$, `heisenberg_strict` states $\Delta x\,\Delta p>\hbar/2$, where $\Delta x$ and $\Delta p$ are the square roots of the two variances. The condition $n\ge1$ excludes $n=0$, where $\psi$ is identically zero.

These functions are the stationary states of one particle between hard walls in one dimension, the simplest model of confinement, and the result shows that none of them reaches the minimum uncertainty $\hbar/2$. The states are given by formula: no mass or Hamiltonian appears, and the eigenvalue equation is not part of any statement. The inequality comes from evaluating both variances for this family, so it says nothing about superpositions, complex wavefunctions or Heisenberg's relation for a general state.

## Why it is true

All position moments come from one integral. Let $P(x)=p+qx+rx^2$ with real coefficients $p,q,r$, let $k\ne0$, and write $s=\sin kx$, $c=\cos kx$. Take $F=A+B\,sc+C\,s^2$ with
$$A=\Big(\frac p2-\frac r{4k^2}\Big)x+\frac{qx^2}4+\frac{rx^3}6,\qquad B=\frac r{4k^3}-\frac{P}{2k},\qquad C=\frac q{4k^2}+\frac{rx}{2k^2}.$$
Then $F'=A'+(B'+2kC)\,sc+kB\,(c^2-s^2)+C's^2$. Here $B'+2kC=0$, and $kB=-A'$ with $A'=P/2-r/4k^2$, and $C'=r/2k^2$. With $1-c^2=s^2$ this gives $F'=2A's^2+C's^2=Ps^2$. If $\sin kL=0$, only $A$ survives at the ends:
$$\int_0^L P\sin^2kx\,dx=A(L)=\frac{pL}2+\frac{qL^2}4+r\Big(\frac{L^3}6-\frac L{4k^2}\Big).$$
This is `sin_sq_moments`. Its step `hF` assembles $F'$ by the sum and product rules, and `linear_combination` adds $-A'$ times `sin_sq_add_cos_sq`. The fundamental theorem of calculus, `intervalIntegral.integral_eq_sub_of_hasDerivAt`, takes integrability from continuity.

For the box $kL=n\pi$, so $\sin kL=0$, which also gives `boxState_walls`. Multiplying by $2/L$ yields `expect_quadratic`:
$$\langle P\rangle=p+\frac{qL}2+r\Big(\frac{L^2}3-\frac1{2k^2}\Big).$$
The choices $(p,q,r)=(1,0,0)$ and $(0,1,0)$ give the norm and the mean in `norm_and_mean`. The expansion $(x-L/2)^2=L^2/4-Lx+x^2$ gives
$$\mathrm{Var}(x)=\frac{L^2}4-\frac{L^2}2+\frac{L^2}3-\frac1{2k^2}=\frac{L^2}{12}-\frac1{2k^2},$$
which `varX_boxState` rewrites with $k=n\pi/L$.

The derivative is $\psi'=\sqrt{2/L}\,k\cos kx$ by `hasDerivAt_boxState`. Hence $\psi'^2=(2/L)k^2(1-s^2)=(2/L)k^2-k^2\psi^2$, and integration over the box gives $G=2k^2-k^2=k^2$. The proof of `gradSq_boxState` splits the integral in this way and inserts the norm.

Since $\psi\psi'=(\psi^2/2)'$, the integral $\int_0^L\psi\psi'\,dx=[\psi^2/2]_0^L$ is zero because $\psi$ vanishes at both walls (`h0` in `momentum_boxState`), so $\langle\hat p\rangle=-i\hbar\cdot0=0$. The integrand of the variance reduces to $|{-i\hbar\psi'}|^2=\hbar^2\psi'^2$ (`h2`), and $\mathrm{Var}(\hat p)=\hbar^2G=(\hbar k)^2$.

In the product the length cancels: $(L^2/12-1/2k^2)\,k^2=n^2\pi^2/12-1/2$. In `uncertainty_product`, `hle` gives $n^2\pi^2\ge\pi^2$ from $n^2\ge1$, and `h9` gives $\pi^2>9$ from `pi_gt_three`, which is the estimate used for the lowest state above. Multiplying by $\hbar^2>0$ gives $\mathrm{Var}(x)\,\mathrm{Var}(\hat p)>\hbar^2/4$. The proof of `heisenberg_strict` merges the two roots into one and applies `Real.lt_sqrt_of_sq_lt`.

## A limit and another definition

The two observations here are read off by hand and have no theorem in the file. As $n$ grows, $\mathrm{Var}(x)$ rises towards $L^2/12$, the variance of a uniform distribution on $[0,L]$, while $G$ and the product grow without bound.

The momentum spread could instead have been defined with a second derivative, as $\langle\hat p^2\rangle-\langle\hat p\rangle^2$ with $\langle\hat p^2\rangle=-\hbar^2\int_0^L\psi\psi''\,dx$. For box states $\psi''=-k^2\psi$ would give $(\hbar k)^2$ again. For other smooth real functions, integration by parts gives $-\int_0^L\psi\psi''dx=G-[\psi\psi']_0^L$, and $\langle\hat p\rangle=-i\hbar m$ with $m=[\psi^2/2]_0^L$. For normalised $\psi$ the form in `varP` then equals $\hbar^2(G-m^2)$ and the second-derivative form equals $\hbar^2(G-[\psi\psi']_0^L+m^2)$. The two definitions differ by the boundary terms $\hbar^2([\psi\psi']_0^L-2m^2)$, which vanish when $\psi$ does at both walls. The form chosen in `varP` needs only $\psi'$ and is an integral of a square.
